# Gaudin's lemma: four-operator averages from pair averages for free fermions in thermal equilibrium

Take one fermion level with annihilation operator \(c\), creation operator \(c^\dagger\) and thermal occupation \(f\). Since \(cc^\dagger\) projects onto the empty level, \(\langle cc^\dagger cc^\dagger\rangle = 1-f\). Splitting this average into \(\langle cc^\dagger\rangle\langle cc^\dagger\rangle\) gives \((1-f)^2\), which is wrong whenever \(0<f<1\). The same kind of splitting, applied to a two-body interaction, loses exchange and pairing energies.

Gaudin's lemma supplies the missing terms. Let \(\rho, b, A, B, C\) be complex square matrices with \(\operatorname{tr}\rho=1\), and write \(\langle X\rangle=\operatorname{tr}(\rho X)\). Suppose that \(\rho b=r\,b\rho\) for a number \(r\neq-1\), and that \(b\) has scalar anticommutators with \(A\), \(B\) and \(C\). Then

\[
\langle bABC\rangle=\langle bA\rangle\langle BC\rangle-\langle bB\rangle\langle AC\rangle+\langle bC\rangle\langle AB\rangle .
\]

The exchange relation \(\rho b=r\,b\rho\) stands for thermal equilibrium. If \(\rho\propto e^{-\beta H}\), with \(\beta\) the inverse temperature and the chemical-potential term \(-\mu N\) included in \(H\), and \(b\) removes a quantum of energy \(\varepsilon\), so that \([b,H]=\varepsilon b\), then \(r=e^{\beta\varepsilon}>0\). For the grand-canonical state of a quadratic Hamiltonian on finitely many modes, the three terms give the Hartree, Fock and pairing parts of a mean-field interaction energy. If the ground state of \(H\) is a single Slater determinant, without degeneracy, the thermal state tends to it as \(\beta\to\infty\). Some \(r\) then become infinite, but the formula still holds in the limit, because both of its sides are continuous in \(\rho\).

## Carrying one operator around the trace

The exchange relation and the cyclic property of the trace give, for every \(X\),

\[
\langle bX\rangle=\operatorname{tr}(\rho bX)=r\operatorname{tr}(b\rho X)=r\operatorname{tr}(\rho Xb)=r\langle Xb\rangle .
\]

Write \(bA+Ab=\alpha_A 1\), and likewise for \(B\) and \(C\). Averaging gives \(\langle bA\rangle+\langle Ab\rangle=\alpha_A\), because \(\operatorname{tr}\rho=1\). Multiply by \(r\) and replace \(r\langle Ab\rangle\) by \(\langle bA\rangle\):

\[
(1+r)\langle bA\rangle=r\alpha_A .
\]

Now anticommute \(b\) through the product, one factor at a time:

\[
\begin{aligned}
bABC&=\alpha_A BC-A\,bBC\\
&=\alpha_A BC-\alpha_B AC+AB\,bC\\
&=\alpha_A BC-\alpha_B AC+\alpha_C AB-ABC\,b .
\end{aligned}
\]

Average this, multiply by \(r\), and use \(r\langle ABCb\rangle=\langle bABC\rangle\):

\[
(1+r)\langle bABC\rangle=r\alpha_A\langle BC\rangle-r\alpha_B\langle AC\rangle+r\alpha_C\langle AB\rangle .
\]

Each \(r\alpha\) on the right is \(1+r\) times a pair average. Dividing by \(1+r\neq0\) gives the lemma.

For a product \(A_0A_1\cdots A_{m-1}\), the last term after all the exchanges carries the sign \((-1)^m\). When \(m\) is odd this is again a minus sign, and the same argument gives

\[
\langle bA_0\cdots A_{m-1}\rangle=\sum_{j=0}^{m-1}(-1)^j\langle bA_j\rangle\Big\langle\prod_{k\neq j}A_k\Big\rangle ,
\]

with the remaining factors in their original order. For \(m=1\) the empty product is the identity, and both sides are \(\langle bA_0\rangle\).

## Averages and anticommutators as matrix statements

In the Lean code, `n` is the finite set that labels the basis states, not the number of operators.

```lean
import Mathlib

open Matrix

namespace GaudinLemma

noncomputable section

variable {n : Type*} [Fintype n] [DecidableEq n]
```

The average is a plain trace. Neither positivity nor Hermiticity of \(\rho\) is required.

```lean
/-- The expectation value `⟨X⟩ = trace (ρ X)` of an operator `X` in the state `ρ`. -/
def expect (ρ X : Matrix n n ℂ) : ℂ := trace (ρ * X)
```

The next definition says that some complex \(\alpha\) with \(bA+Ab=\alpha1\) exists. Fermionic creation and annihilation operators, and their linear combinations, have this property.

```lean
/-- The anticommutator of `b` and `A` is a complex number times the identity. -/
def ScalarAnticomm (b A : Matrix n n ℂ) : Prop :=
  ∃ α : ℂ, b * A + A * b = α • (1 : Matrix n n ℂ)
```

The first lemma is the exchange rule \(\langle bX\rangle=r\langle Xb\rangle\). Its inner statement `h` moves \(b\) to the left of \(\rho\), and `Matrix.trace_mul_comm` then takes it around the trace.

```lean
/-- If `ρ b = r b ρ`, then `b` can be carried from the left end of an expectation value
to the right end at the cost of a factor `r`. -/
theorem expect_cyclic {ρ b : Matrix n n ℂ} {r : ℂ} (hb : ρ * b = r • (b * ρ))
    (X : Matrix n n ℂ) : expect ρ (b * X) = r * expect ρ (X * b) := by
  have h : ρ * (b * X) = r • (b * (ρ * X)) := by
    rw [← mul_assoc, hb, smul_mul_assoc, mul_assoc]
  unfold expect
  rw [h, trace_smul, smul_eq_mul, Matrix.trace_mul_comm b, mul_assoc]
```

The pair average follows. Here `h1` is the exchange rule and `h2` the averaged anticommutator; `linear_combination` adds the first to \(r\) times the second, as in the derivation above.

```lean
/-- The contraction `⟨b A⟩` is fixed by the anticommutator: if `trace ρ = 1`, `ρ b = r b ρ`
and `b A + A b = α`, then `(1 + r) ⟨b A⟩ = r α`. -/
theorem contraction {ρ b A : Matrix n n ℂ} {r α : ℂ} (hρ : trace ρ = 1)
    (hb : ρ * b = r • (b * ρ)) (hA : b * A + A * b = α • (1 : Matrix n n ℂ)) :
    (1 + r) * expect ρ (b * A) = r * α := by
  have h1 := expect_cyclic hb A
  have h2 : expect ρ (b * A) + expect ρ (A * b) = α := by
    unfold expect
    rw [← trace_add, ← mul_add, hA, mul_smul_comm, mul_one, trace_smul, hρ,
      smul_eq_mul, mul_one]
  linear_combination h1 + r * h2
```

## Passing a product of any length

A product of operators is `L.prod` for a list `L`. The term `L.getD j 0` is the factor \(A_j\), counted from zero, and `L.eraseIdx j` is the list without it. The function `c` assigns to each factor its scalar anticommutator with \(b\); it is not the annihilation operator of the opening example.

The proof is by induction on the list. With \(P\) the product of the later factors, `step` is

\[
b(A_0P)=\alpha_{A_0}P-A_0(bP),
\]

and the induction hypothesis expands \(bP\).

The device that makes the two sums match is `Finset.sum_range_succ'`. It splits a sum over \(0,\dots,m\) into its term at \(0\) and a sum over \(0,\dots,m-1\) with every index raised by one:

\[
\sum_{j=0}^{m}F(j)=\sum_{j=0}^{m-1}F(j+1)+F(0).
\]

Putting a new factor at the head of a list raises the later positions in just this way. The term at \(0\) is therefore \(\alpha_{A_0}P\) (`h0`), and the shifted sum is \(-A_0\) times the old one (`hsum`). The more common `Finset.sum_range_succ` splits off the last term, which would not fit a list that grows at its head.

```lean
/-- Moving `b` through a product of operators, whose anticommutators with `b` are the scalars `c A`,
leaves one term of alternating sign for each factor passed, with that factor replaced by its scalar,
and `(-1) ^ L.length` times the product with `b` at its right end. -/
theorem move_through (b : Matrix n n ℂ) (c : Matrix n n ℂ → ℂ) (L : List (Matrix n n ℂ))
    (h : ∀ A ∈ L, b * A + A * b = c A • (1 : Matrix n n ℂ)) :
    b * L.prod =
      ∑ j ∈ Finset.range L.length, ((-1 : ℂ) ^ j * c (L.getD j 0)) • (L.eraseIdx j).prod
        + (-1 : ℂ) ^ L.length • (L.prod * b) := by
  induction L with
  | nil => simp
  | cons A L ih =>
    have hL := ih (fun X hX => h X (List.mem_cons_of_mem _ hX))
    have hA : b * A = c A • (1 : Matrix n n ℂ) - A * b :=
      eq_sub_of_add_eq (h A (by simp))
    -- pass the first factor
    have step : b * (A * L.prod) = c A • L.prod - A * (b * L.prod) := by
      rw [← mul_assoc, hA, sub_mul, smul_mul_assoc, one_mul, mul_assoc]
    -- the terms from the remaining factors change sign
    have hsum : ∑ j ∈ Finset.range L.length,
        ((-1 : ℂ) ^ (j + 1) * c ((A :: L).getD (j + 1) 0)) • ((A :: L).eraseIdx (j + 1)).prod
        = -(A * ∑ j ∈ Finset.range L.length,
            ((-1 : ℂ) ^ j * c (L.getD j 0)) • (L.eraseIdx j).prod) := by
      rw [Finset.mul_sum, ← Finset.sum_neg_distrib]
      refine Finset.sum_congr rfl fun j _ => ?_
      change ((-1 : ℂ) ^ (j + 1) * c (L.getD j 0)) • (A :: L.eraseIdx j).prod = _
      rw [List.prod_cons, mul_smul_comm, pow_succ]
      module
    have h0 : ((-1 : ℂ) ^ 0 * c ((A :: L).getD 0 0)) • ((A :: L).eraseIdx 0).prod
        = c A • L.prod := by simp
    rw [List.prod_cons, step, hL, List.length_cons, Finset.sum_range_succ', hsum, h0,
      mul_add, mul_smul_comm, mul_assoc A, pow_succ]
    module
```

The recursion takes averages of this identity. `choose!` collects the scalars promised by `ScalarAnticomm` into one function `c`. Then `hm` is the averaged identity for odd length, `hsum` trades anticommutators for pair averages, and `mul_left_cancel₀` removes the factor \(1+r\).

The theorem pairs off one operator. Repeating it leads to Wick's sum over all pairings, provided that the leading operator of each remaining product also meets the hypotheses.

```lean
/-- Thermal Wick recursion: let `trace ρ = 1`, `ρ b = r b ρ` with `r ≠ -1`, and let `b` have
scalar anticommutators with an odd number of operators. Then the expectation value of `b` times
their product is the alternating sum, over the factors, of the contraction of `b` with
that factor times the expectation value of the product of the others. -/
theorem wick_recursion {ρ b : Matrix n n ℂ} {r : ℂ} (hρ : trace ρ = 1)
    (hb : ρ * b = r • (b * ρ)) (hr : r ≠ -1) (L : List (Matrix n n ℂ))
    (hodd : Odd L.length) (h : ∀ A ∈ L, ScalarAnticomm b A) :
    expect ρ (b * L.prod) =
      ∑ j ∈ Finset.range L.length,
        (-1 : ℂ) ^ j * expect ρ (b * L.getD j 0) * expect ρ (L.eraseIdx j).prod := by
  have h' : ∀ A ∈ L, ∃ α : ℂ, b * A + A * b = α • (1 : Matrix n n ℂ) := h
  choose! c hc using h'
  have hr' : 1 + r ≠ 0 := fun e => hr (by linear_combination e)
  have hk := expect_cyclic hb L.prod
  have hm : expect ρ (b * L.prod) =
      ∑ j ∈ Finset.range L.length,
        (-1 : ℂ) ^ j * c (L.getD j 0) * expect ρ (L.eraseIdx j).prod
        - expect ρ (L.prod * b) := by
    rw [move_through b c L hc, hodd.neg_one_pow]
    simp only [expect, mul_add, Finset.mul_sum, mul_smul_comm, trace_add, trace_sum,
      trace_smul, smul_eq_mul]
    ring
  -- trade each anticommutator for a contraction
  have hsum : (1 + r) * ∑ j ∈ Finset.range L.length,
        (-1 : ℂ) ^ j * expect ρ (b * L.getD j 0) * expect ρ (L.eraseIdx j).prod
      = r * ∑ j ∈ Finset.range L.length,
        (-1 : ℂ) ^ j * c (L.getD j 0) * expect ρ (L.eraseIdx j).prod := by
    rw [Finset.mul_sum, Finset.mul_sum]
    refine Finset.sum_congr rfl fun j hj => ?_
    have hj' : j < L.length := Finset.mem_range.mp hj
    have hmem : L.getD j 0 ∈ L := by
      rw [List.getD_eq_getElem _ _ hj']
      exact List.getElem_mem hj'
    have hcon := contraction hρ hb (hc _ hmem)
    linear_combination ((-1 : ℂ) ^ j * expect ρ (L.eraseIdx j).prod) * hcon
  apply mul_left_cancel₀ hr'
  rw [hsum]
  linear_combination r * hm + hk
```

With three factors the remaining averages are already pair averages. The proof of Gaudin's lemma applies the recursion to `[A, B, C]` and writes out the sum.

```lean
/-- Gaudin's lemma for four operators: if `trace ρ = 1`, `ρ b = r b ρ` with `r ≠ -1`, and `b`
has scalar anticommutators with `A`, `B` and `C`, then
`⟨bABC⟩ = ⟨bA⟩⟨BC⟩ - ⟨bB⟩⟨AC⟩ + ⟨bC⟩⟨AB⟩`. -/
theorem gaudin_lemma {ρ b A B C : Matrix n n ℂ} {r : ℂ} (hρ : trace ρ = 1)
    (hb : ρ * b = r • (b * ρ)) (hr : r ≠ -1) (hA : ScalarAnticomm b A)
    (hB : ScalarAnticomm b B) (hC : ScalarAnticomm b C) :
    expect ρ (b * A * B * C) = expect ρ (b * A) * expect ρ (B * C)
      - expect ρ (b * B) * expect ρ (A * C) + expect ρ (b * C) * expect ρ (A * B) := by
  have h := wick_recursion hρ hb hr [A, B, C] ⟨1, rfl⟩ (by
    intro X hX
    simp only [List.mem_cons, List.not_mem_nil, or_false] at hX
    rcases hX with rfl | rfl | rfl
    exacts [hA, hB, hC])
  simp [Finset.sum_range_succ, List.eraseIdx] at h
  rw [show b * A * B * C = b * (A * (B * C)) by simp only [mul_assoc]]
  linear_combination h
```

The lemma does not itself supply an operator \(b\) that obeys the exchange relation. For a given quadratic Hamiltonian, such operators can be found by diagonalising it. Any linear combination of creation and annihilation operators can then serve as the leading operator: it is expanded in these modes, and both sides of the formula are linear in \(b\). The other three operators need no expansion.

## One level in equilibrium

The opening example provides matrices that satisfy the hypotheses. In the basis (empty, occupied), `lower` is \(c\) and `raise` is \(c^\dagger\).

```lean
/-- The annihilation operator of a single fermionic mode, in the basis (empty, occupied). -/
def lower : Matrix (Fin 2) (Fin 2) ℂ := !![0, 1; 0, 0]

/-- The creation operator of a single fermionic mode, in the basis (empty, occupied). -/
def raise : Matrix (Fin 2) (Fin 2) ℂ := !![0, 0; 1, 0]
```

The weights of the empty and the occupied state are \(r/(1+r)\) and \(1/(1+r)\). With \(r=e^{\beta\varepsilon}\) and \(\varepsilon\) measured from the chemical potential, the second is the Fermi occupation \(f\).

```lean
/-- A diagonal matrix with entries `r / (1 + r)` and `1 / (1 + r)`. For `r ≥ 0` it is the state of a
single mode that is empty or occupied with weights in the ratio `r : 1`. -/
def modeState (r : ℝ) : Matrix (Fin 2) (Fin 2) ℂ :=
  !![(r : ℂ) / (1 + r), 0; 0, 1 / (1 + r)]
```

The theorem checks the hypotheses entry by entry for every \(r>0\). In the opening example the lemma adds \(\langle cc^\dagger\rangle\langle c^\dagger c\rangle=(1-f)f\) to \((1-f)^2\), which restores \(1-f\).

```lean
/-- For every `r > 0` the single fermionic mode meets the hypotheses of Gaudin's lemma, with
`b` the annihilation operator and the other operators chosen among annihilation and creation. -/
theorem gaudin_lemma_witness (r : ℝ) (hr : 0 < r) :
    trace (modeState r) = 1 ∧ modeState r * lower = (r : ℂ) • (lower * modeState r) ∧
      (r : ℂ) ≠ -1 ∧ ScalarAnticomm lower lower ∧ ScalarAnticomm lower raise := by
  have h : (1 + (r : ℂ)) ≠ 0 := by
    exact_mod_cast (by positivity : (1 + r) ≠ 0)
  refine ⟨?_, ?_, ?_, ⟨0, ?_⟩, ⟨1, ?_⟩⟩
  · rw [trace_fin_two]
    change (r : ℂ) / (1 + r) + 1 / (1 + r) = 1
    rw [← add_div, add_comm (r : ℂ) 1, div_self h]
  · ext i j
    fin_cases i <;> fin_cases j <;>
      simp [modeState, lower, Matrix.mul_apply, Fin.sum_univ_two, div_eq_mul_inv]
  · intro e
    apply h
    rw [e]
    norm_num
  · ext i j
    fin_cases i <;> fin_cases j <;> simp [lower]
  · ext i j
    fin_cases i <;> fin_cases j <;> simp [lower, raise]
```

## A counter-example at \(r=-1\)

If \(r=-1\) is allowed, the formula can fail. The relation \((1+r)\langle bA\rangle=r\alpha_A\) then forces \(\alpha_A=0\) and leaves the pair average undetermined.

In the matrices below, \(s\) takes the place of \(A\), \(B\) and \(C\), and it anticommutes with \(b\). Since \(s^3=s\), the left side is \(\langle bsss\rangle=\langle bs\rangle=1\). But \(\langle ss\rangle=0\), so every term on the right vanishes. This \(\rho\) is not Hermitian and describes no physical state; the example concerns the algebraic lemma for general complex \(r\).

```lean
/-- The value `r = -1` has to be excluded: for these three matrices `trace ρ = 1`,
`ρ b = -b ρ` and `b s + s b = 0`, yet `⟨bsss⟩ = 1` while the sum of contractions is `0`. -/
theorem fails_at_neg_one (ρ b s : Matrix (Fin 3) (Fin 3) ℂ)
    (hρ : ρ = !![0, 0, 0; 1, 0, 0; 0, 0, 1]) (hb : b = !![1, 0, 0; 0, -1, 0; 0, 0, 0])
    (hs : s = !![0, 1, 0; 1, 0, 0; 0, 0, 0]) :
    trace ρ = 1 ∧ ρ * b = (-1 : ℂ) • (b * ρ) ∧ b * s + s * b = 0 ∧
      expect ρ (b * s * s * s) = 1 ∧
      expect ρ (b * s) * expect ρ (s * s) - expect ρ (b * s) * expect ρ (s * s)
        + expect ρ (b * s) * expect ρ (s * s) = 0 := by
  subst hρ hb hs
  refine ⟨?_, ?_, ?_, ?_, ?_⟩
  · simp [trace_fin_three]
  · ext i j
    fin_cases i <;> fin_cases j <;> simp [Matrix.mul_apply, Fin.sum_univ_succ]
  · ext i j
    fin_cases i <;> fin_cases j <;> simp
  · simp [expect, trace_fin_three]
  · simp [expect, trace_fin_three, Matrix.mul_apply, Fin.sum_univ_succ]

end

end GaudinLemma
```

```lean
#print axioms GaudinLemma.gaudin_lemma
#print axioms GaudinLemma.fails_at_neg_one
```

```
'GaudinLemma.gaudin_lemma' depends on axioms: [propext, Classical.choice, Quot.sound]
'GaudinLemma.fails_at_neg_one' depends on axioms: [propext, Classical.choice, Quot.sound]
```
